# An error in the moment of order 2n is amplified 4^(n−1) times in the recovered b_n² when the earlier coefficients are exact and the earlier couplings equal 1/2

The coefficients of a chain are kept separate from its length. On-site energies $a_i$ and couplings $b_i$ are real sequences `a b : ℕ → ℝ`, and a number $N$ selects the sites $0,\dots,N$. Chains of different lengths can then be compared coefficient by coefficient.

In the recursion method, such a chain represents the local density of states of one orbital. For finite, non-interacting chains, the result below quantifies how an error in one moment shifts the squared coupling computed from it, when all earlier coefficients are exact.

In Lean 4 with Mathlib:

```lean
import Mathlib

open Finset

namespace RecursionStability

noncomputable section
```

The coupling $b_i$ joins sites $i-1$ and $i$, so $b_0$ is never used. The matrix elements are $T_{ii}=a_i$ and $T_{i-1,i}=T_{i,i-1}=b_i$, with zeros elsewhere.

```lean
/-- Matrix element between sites `i` and `j` of a chain with on-site energies `a i` and
coupling `b i` between sites `i - 1` and `i`. -/
def entry (a b : ℕ → ℝ) (i j : ℕ) : ℝ :=
  if i = j then a i else if j = i + 1 then b j else if i = j + 1 then b i else 0
```

Restricting the indices to $0,\dots,N$ gives the Hamiltonian $T$, a real symmetric matrix on $N+1$ sites.

```lean
/-- The symmetric tridiagonal Hamiltonian of a chain with sites `0, ..., N`. -/
def chain (N : ℕ) (a b : ℕ → ℝ) : Matrix (Fin (N + 1)) (Fin (N + 1)) ℝ :=
  Matrix.of fun i j => entry a b i j
```

The moment $\mu_k=(T^k)_{00}$ is the $k$-th energy moment of the local density of states on site 0.

```lean
/-- The `k`-th moment of the local density of states on site `0`. -/
def moment (N : ℕ) (a b : ℕ → ℝ) (k : ℕ) : ℝ := (chain N a b ^ k) 0 0
```

Let $v_k=T^k e_0$ be the state after $k$ applications of $T$ to the starting orbital $e_0$. For $k\le N$, $v_k$ lives on sites $0,\dots,k$, so the amplitudes obey
$$v_{k+1}(i)=\sum_{j=0}^{k}T_{ij}\,v_k(j),\qquad v_0(i)=\delta_{i0}.$$
`amp` takes this recursion as its definition, without reference to $N$. The states are not normalised: $\|v_k\|^2=\mu_{2k}$.

```lean
/-- Amplitude on a site after `k` hopping steps from site `0`; step `k + 1` collects the
contributions of the sites `0, ..., k`. -/
def amp (a b : ℕ → ℝ) : ℕ → ℕ → ℝ
  | 0, i => if i = 0 then 1 else 0
  | k + 1, i => ∑ j ∈ range (k + 1), entry a b i j * amp a b k j
```

Write $P=b_1\cdots b_{n-1}$, with $P=1$ for $n=1$. To recover $b_n^2$ from a moment value $\mu$, subtract the moment of the chain with bond $n$ cut and divide by $P^2$:
$$\frac{\mu-\mu_{2n}^{\rm cut}}{P^2}.$$

```lean
/-- The squared coupling `n` computed from a value `μ` of the moment of order `2 * n` and the
known coefficients, by comparison with the chain whose bond `n` is cut.
Its domain is `n ≥ 1` with nonzero couplings `b 1, ..., b (n - 1)`. -/
def recoveredSq (a b : ℕ → ℝ) (n : ℕ) (μ : ℝ) : ℝ :=
  (μ - moment n a (Function.update b n 0) (2 * n)) / (∏ i ∈ Ico 1 n, b i) ^ 2
```

## How far the starting orbital spreads

Each step moves amplitude by at most one site, so $v_k(i)=0$ for $i>k$. In the recursion for $v_{k+1}(i)$ with $i>k+1$, every term has $j\le k$, so $i>j+1$ and $T_{ij}=0$.

```lean
/-- After `k` steps no site beyond `k` has been reached. -/
theorem amp_support (a b : ℕ → ℝ) (k i : ℕ) (h : k < i) : amp a b k i = 0 := by
  cases k with
  | zero => rw [amp, if_neg (by omega)]
  | succ k =>
    rw [amp]
    refine sum_eq_zero fun j hj => ?_
    have hj' := mem_range.mp hj
    have h0 : entry a b i j = 0 := by
      unfold entry
      rw [if_neg (by omega), if_neg (by omega), if_neg (by omega)]
    rw [h0, zero_mul]
```

A sum over the whole chain weighted by $v_q$ therefore stops at site $q$, provided $q\le N$.

```lean
/-- On a chain with sites `0, ..., N` and `q ≤ N`, a sum weighted by the amplitudes after `q`
steps runs only over the sites `0, ..., q`. -/
theorem sum_reach (a b f : ℕ → ℝ) {N q : ℕ} (hq : q ≤ N) :
    ∑ j : Fin (N + 1), f j * amp a b q j = ∑ j ∈ range (q + 1), f j * amp a b q j := by
  rw [Fin.sum_univ_eq_sum_range (fun j => f j * amp a b q j) (N + 1)]
  symm
  refine sum_subset (fun j hj => ?_) (fun j _ hj => ?_)
  · have hj' := mem_range.mp hj
    exact mem_range.mpr (by omega)
  · have hj' : ¬ j < q + 1 := fun h => hj (mem_range.mpr h)
    rw [amp_support a b q j (by omega), mul_zero]
```

By induction on $k\le N$, $(T^k)_{i0}=v_k(i)$: write $T^{k+1}=T\,T^k$, and truncate the matrix product at site $k$.

```lean
/-- As long as `k ≤ N`, the amplitudes after `k` steps are the first column of the `k`-th power
of the Hamiltonian on sites `0, ..., N`. -/
theorem chain_pow (a b : ℕ → ℝ) (N k : ℕ) :
    k ≤ N → ∀ i : Fin (N + 1), (chain N a b ^ k) i 0 = amp a b k i := by
  induction k with
  | zero =>
    intro _ i
    by_cases h : i = 0
    · subst h
      simp [amp]
    · have h' : (i : ℕ) ≠ 0 := fun e => h (Fin.ext (by simpa using e))
      rw [pow_zero, Matrix.one_apply_ne h, amp, if_neg h']
  | succ k ih =>
    intro hk i
    rw [pow_succ', Matrix.mul_apply, amp, ← sum_reach a b (entry a b i) (by omega : k ≤ N)]
    refine sum_congr rfl fun j _ => ?_
    rw [ih (by omega) j, chain, Matrix.of_apply]
```

Since $T$ is symmetric, so is $T^p$, and for $p,q\le N$
$$\mu_{p+q}=\sum_i (T^p)_{0i}(T^q)_{i0}=\sum_{i=0}^{q}v_p(i)\,v_q(i).$$

```lean
/-- For `p, q ≤ N`, the moment of order `p + q` is the overlap of the states reached after `p`
and after `q` steps. -/
theorem moment_split (a b : ℕ → ℝ) {N p q : ℕ} (hp : p ≤ N) (hq : q ≤ N) :
    moment N a b (p + q) = ∑ i ∈ range (q + 1), amp a b p i * amp a b q i := by
  -- the Hamiltonian is symmetric, hence so are its powers
  have hsym : (chain N a b).transpose = chain N a b := by
    ext i j
    change entry a b j i = entry a b i j
    by_cases h : (i : ℕ) = j
    · rw [h]
    · unfold entry
      rw [if_neg h, if_neg (Ne.symm h)]
      split_ifs <;> first | rfl | omega
  have hT : (chain N a b ^ p).transpose = chain N a b ^ p := by
    rw [Matrix.transpose_pow, hsym]
  have hrow : ∀ i : Fin (N + 1), (chain N a b ^ p) 0 i = amp a b p i := fun i =>
    calc (chain N a b ^ p) 0 i = (chain N a b ^ p).transpose i 0 := rfl
      _ = amp a b p i := by rw [hT, chain_pow a b N p hp i]
  rw [moment, pow_add, Matrix.mul_apply, ← sum_reach a b (amp a b p) hq]
  refine sum_congr rfl fun j _ => ?_
  rw [hrow j, chain_pow a b N q hq j]
```

## Where the new coupling enters

Suppose two chains share $a_0,\dots,a_{n-1}$ and $b_1,\dots,b_{n-1}$; these are the hypotheses `ha` and `hb`. For $k+1\le n$ and $i<n$, the recursion for $v_{k+1}(i)$ uses only sites $j\le k<n$, hence only shared coefficients. By induction, the amplitudes below site $n$ agree through step $n$.

```lean
/-- If two chains share the energies `0, ..., n - 1` and the couplings `1, ..., n - 1`, their
amplitudes on sites below `n` agree during the first `n` steps. -/
theorem amp_congr {a b a' b' : ℕ → ℝ} {n : ℕ} (ha : ∀ i < n, a i = a' i)
    (hb : ∀ i, 1 ≤ i → i < n → b i = b' i) (k : ℕ) :
    k ≤ n → ∀ i < n, amp a b k i = amp a' b' k i := by
  induction k with
  | zero =>
    intro _ i _
    simp only [amp]
  | succ k ih =>
    intro hk i hi
    simp only [amp]
    refine sum_congr rfl fun j hj => ?_
    have hj' : j < n := by
      have := mem_range.mp hj
      omega
    have he : entry a b i j = entry a' b' i j := by
      unfold entry
      split_ifs <;> first
        | exact ha i hi
        | exact hb j (by omega) hj'
        | exact hb i (by omega) hi
        | rfl
    rw [he, ih (by omega) j hj']
```

At the front only the neighbouring site contributes: $v_{k+1}(k+1)=b_{k+1}v_k(k)$. Hence $v_k(k)=b_1\cdots b_k$.

```lean
/-- The amplitude on site `k` after `k` steps is the product of the first `k` couplings. -/
theorem amp_front (a b : ℕ → ℝ) (k : ℕ) : amp a b k k = ∏ i ∈ Ico 1 (k + 1), b i := by
  induction k with
  | zero => simp [amp]
  | succ k ih =>
    -- only the neighbouring site k feeds the front
    have h0 : ∑ j ∈ range k, entry a b (k + 1) j * amp a b k j = 0 := by
      refine sum_eq_zero fun j hj => ?_
      have hj' := mem_range.mp hj
      unfold entry
      rw [if_neg (by omega), if_neg (by omega), if_neg (by omega), zero_mul]
    have h1 : entry a b (k + 1) k = b (k + 1) := by
      unfold entry
      rw [if_neg (by omega), if_neg (by omega), if_pos rfl]
    rw [amp, sum_range_succ, h0, h1, ih, prod_Ico_succ_top (by omega : 1 ≤ k + 1)]
    ring
```

For an order $k<2n$, choose $q=\lfloor k/2\rfloor<n$ and $p=k-q\le n$. The overlap involves only sites below $n$, so the two moments agree.

```lean
/-- Two chains with at least `n + 1` sites that share the energies `0, ..., n - 1` and the
couplings `1, ..., n - 1` have the same moments of every order below `2 * n`. -/
theorem lower_moments_agree {a b a' b' : ℕ → ℝ} {N M n k : ℕ} (hN : n ≤ N) (hM : n ≤ M)
    (ha : ∀ i < n, a i = a' i) (hb : ∀ i, 1 ≤ i → i < n → b i = b' i) (hk : k < 2 * n) :
    moment N a b k = moment M a' b' k := by
  obtain ⟨p, q, hp, hq, rfl⟩ : ∃ p q, p ≤ n ∧ q < n ∧ k = p + q :=
    ⟨k - k / 2, k / 2, by omega, by omega, by omega⟩
  rw [moment_split a b (by omega : p ≤ N) (by omega : q ≤ N),
    moment_split a' b' (by omega : p ≤ M) (by omega : q ≤ M)]
  refine sum_congr rfl fun i hi => ?_
  have hi' : i < n := by
    have := mem_range.mp hi
    omega
  rw [amp_congr ha hb p hp i hi', amp_congr ha hb q hq.le i hi']
```

At order $2n$, with $p=q=n$, the front appears once:
$$\mu_{2n}=\sum_{i<n}v_n(i)^2+P^2b_n^2.$$
The sum is common to both chains. Subtraction gives
$$\mu_{2n}-\mu'_{2n}=P^2\,(b_n^2-b_n'^2).$$
The hypotheses `hN` and `hM` ensure that both chains contain site $n$.

```lean
/-- For `n ≥ 1`, two chains with at least `n + 1` sites that share the energies `0, ..., n - 1`
and the couplings `1, ..., n - 1` have moments of order `2 * n` that differ by the squared
product of the shared couplings times the difference of the squared couplings `n`. -/
theorem moment_difference {a b a' b' : ℕ → ℝ} {N M n : ℕ} (hn : 1 ≤ n) (hN : n ≤ N)
    (hM : n ≤ M) (ha : ∀ i < n, a i = a' i) (hb : ∀ i, 1 ≤ i → i < n → b i = b' i) :
    moment N a b (2 * n) - moment M a' b' (2 * n)
      = (∏ i ∈ Ico 1 n, b i) ^ 2 * (b n ^ 2 - b' n ^ 2) := by
  have hprod : ∏ i ∈ Ico 1 n, b i = ∏ i ∈ Ico 1 n, b' i :=
    prod_congr rfl fun i hi => hb i (mem_Ico.mp hi).1 (mem_Ico.mp hi).2
  -- the sites behind the front contribute equally
  have hsum : ∑ i ∈ range n, amp a b n i * amp a b n i
      = ∑ i ∈ range n, amp a' b' n i * amp a' b' n i :=
    sum_congr rfl fun i hi => by rw [amp_congr ha hb n le_rfl i (mem_range.mp hi)]
  have hf : amp a b n n = (∏ i ∈ Ico 1 n, b' i) * b n := by
    rw [amp_front, prod_Ico_succ_top hn, hprod]
  have hf' : amp a' b' n n = (∏ i ∈ Ico 1 n, b' i) * b' n := by
    rw [amp_front, prod_Ico_succ_top hn]
  rw [two_mul, moment_split a b hN hN, moment_split a' b' hM hM, sum_range_succ,
    sum_range_succ, hsum, hf, hf', hprod]
  ring
```

## From moment error to coupling error

Now let primes mark the true chain and unprimed symbols the known coefficients, and let $\varepsilon$ be the error in the moment of order $2n$. Comparing the true chain with the cut one gives $\mu'_{2n}-\mu_{2n}^{\rm cut}=P^2b_n'^2$, so for $P\ne0$
$$\frac{\mu'_{2n}+\varepsilon-\mu_{2n}^{\rm cut}}{P^2}=b_n'^2+\frac{\varepsilon}{P^2}.$$
This holds for every real $\varepsilon$, not just to first order; a negative result corresponds to no real coupling. The known coefficients are assumed exact, so errors inherited from earlier recoveries are not included.

Without the nonzero couplings required by `hb0`, recovery can fail. Take $n=2$, three sites, zero energies and $b_1=0$. Then $\mu_4=0$ for both $b_2=1$ and $b_2=2$, and the moment cannot distinguish them.

```lean
/-- Let `n ≥ 1` and let the known coefficients be those of the true chain (at least `n + 1`
sites) below `n`, with nonzero known couplings. An error `ε` in the moment of order `2 * n`
shifts the recovered squared coupling by `ε` over the squared product of the known couplings. -/
theorem recovered_error {a b a' b' : ℕ → ℝ} {N n : ℕ} (hn : 1 ≤ n) (hN : n ≤ N)
    (ha : ∀ i < n, a i = a' i) (hb : ∀ i, 1 ≤ i → i < n → b i = b' i)
    (hb0 : ∀ i, 1 ≤ i → i < n → b i ≠ 0) (ε : ℝ) :
    recoveredSq a b n (moment N a' b' (2 * n) + ε)
      = b' n ^ 2 + ε / (∏ i ∈ Ico 1 n, b i) ^ 2 := by
  have hcut : ∀ i, i < n → Function.update b n 0 i = b i := fun i hi =>
    Function.update_of_ne (show i ≠ n by omega) _ _
  -- compare the true chain with the chain whose bond n is cut
  have h := moment_difference (b := Function.update b n 0) hn le_rfl hN ha
    (fun i h1 h2 => (hcut i h2).trans (hb i h1 h2))
  have hprod : ∏ i ∈ Ico 1 n, Function.update b n 0 i = ∏ i ∈ Ico 1 n, b i :=
    prod_congr rfl fun i hi => hcut i (mem_Ico.mp hi).2
  rw [hprod, Function.update_self] at h
  have hP : (∏ i ∈ Ico 1 n, b i) ^ 2 ≠ 0 :=
    pow_ne_zero 2 (prod_ne_zero_iff.mpr fun i hi =>
      hb0 i (mem_Ico.mp hi).1 (mem_Ico.mp hi).2)
  rw [recoveredSq, div_eq_iff hP, add_mul, div_mul_cancel₀ _ hP]
  linear_combination -h
```

A long uniform chain with zero on-site energies and couplings $1/2$ has its band on $[-1,1]$, so for such a chain the value $1/2$ means that energies are measured in units of the half-bandwidth. The amplification factor depends on the energy unit, because $\varepsilon$ is an absolute error: with known couplings equal to 1, $P^2=1$ and the factor would be 1. Here only the known couplings need to equal $1/2$; the energies are arbitrary. Then $P^2=4^{-(n-1)}$, and the recovered value is
$$b_n'^2+4^{\,n-1}\varepsilon.$$
For $n=1$ the factor is 1.

```lean
/-- Let `n ≥ 1` and let the known coefficients be those of the true chain (at least `n + 1`
sites) below `n`, with all known couplings equal to `1 / 2`. An error `ε` in the moment of order
`2 * n` is amplified by `4 ^ (n - 1)` in the recovered squared coupling. -/
theorem error_amplification {a b a' b' : ℕ → ℝ} {N n : ℕ} (hn : 1 ≤ n) (hN : n ≤ N)
    (ha : ∀ i < n, a i = a' i) (hb : ∀ i, 1 ≤ i → i < n → b i = b' i)
    (hhalf : ∀ i, 1 ≤ i → i < n → b i = 1 / 2) (ε : ℝ) :
    recoveredSq a b n (moment N a' b' (2 * n) + ε) = b' n ^ 2 + 4 ^ (n - 1) * ε := by
  have hprod : ∏ i ∈ Ico 1 n, b i = (1 / 2 : ℝ) ^ (n - 1) := by
    rw [prod_congr rfl fun i hi => hhalf i (mem_Ico.mp hi).1 (mem_Ico.mp hi).2,
      prod_const, Nat.card_Ico]
  have h4 : ((1 / 2 : ℝ) ^ (n - 1)) ^ 2 * 4 ^ (n - 1) = 1 := by
    rw [← pow_mul, mul_comm (n - 1) 2, pow_mul, ← mul_pow]
    norm_num
  have hdiv : ε / ((1 / 2 : ℝ) ^ (n - 1)) ^ 2 = 4 ^ (n - 1) * ε := by
    rw [div_eq_iff (by positivity)]
    linear_combination (-ε) * h4
  rw [recovered_error hn hN ha hb (fun i h1 h2 => by rw [hhalf i h1 h2]; norm_num) ε,
    hprod, hdiv]

end

end RecursionStability
```

```lean
#print axioms RecursionStability.lower_moments_agree
#print axioms RecursionStability.error_amplification
```

```
'RecursionStability.lower_moments_agree' depends on axioms: [propext, Classical.choice, Quot.sound]
'RecursionStability.error_amplification' depends on axioms: [propext, Classical.choice, Quot.sound]
```
